# The Sternheimer equation for a fixed, gapped Fock matrix: one solution, bounded by the source over the gap

## Density response and its conventions

Let $F$ be a real symmetric Fock matrix in a finite orthonormal basis, and let $P$ be the orthogonal projector onto its occupied orbitals, so that $P^T=P=P^2$ and $FP=PF$. A weak static perturbation, a real symmetric matrix $V$, changes the density matrix from $P$ to $P+X$ at first order. The problem is whether $X$ is determined, and how large it can be.

To first order, idempotency of $P+X$ gives $PX+XP=X$, and stationarity $[F+V,P+X]=0$ gives $[F,X]+[V,P]=0$. Taking the commutator of the latter with $P$, and using $[F,P]=0$, yields

$$[F,[X,P]]=Y,\qquad Y=-\bigl(PV(1-P)+(1-P)VP\bigr).$$

Conversely, let a symmetric $X$ with $PX+XP=X$ solve this equation, and put $Z=[F,X]+[V,P]$. Then $[Z,P]=0$, and $PZ+ZP=Z$ because both commutators have this property. Hence $Z=2PZ$; multiplying by $P$ gives $PZ=0$, so $Z=0$ and the stationarity condition holds. The source $Y$ is itself symmetric with $PY+YP=Y$. The Lean development starts after this reduction, with any such $Y$ given. If every occupied level lies below every virtual level, and the electrons are non-interacting or $F$ is held fixed, the result says that the first-order density response exists, is unique and has a Frobenius norm at most that of the source divided by the gap. In a self-consistent calculation $F$ itself responds to $X$, so $Y$ depends on the unknown; that coupling is the step from this model to coupled-perturbed SCF.

Two names differ from common use. The Sternheimer equation is often written orbital by orbital, whereas here it is an equation for the density matrix. The letter $X$ denotes the density change, not the antisymmetric rotation generator, which is $[X,P]$.

The basis functions are labelled by a finite type `n`.

```lean
import Mathlib

open Matrix

namespace SternheimerResponse

noncomputable section

variable {n : Type*} [Fintype n] [DecidableEq n]
```

Sizes are measured by the Frobenius norm, $\|A\|=\bigl(\sum_{ij}A_{ij}^2\bigr)^{1/2}$.

```lean
/-- The Frobenius norm of a real matrix: the root of the sum of its squared entries. -/
def frobNorm (A : Matrix n n ℝ) : ℝ := √(∑ i, ∑ j, A i j ^ 2)
```

The condition $PX+XP=X$ removes the occupied-occupied and virtual-virtual blocks. Multiplying it by $P$ on the left gives $PXP=0$, and multiplying by $1-P$ on both sides gives $(1-P)X(1-P)=0$. Symmetric matrices of this kind form a real vector space, since both conditions are linear: the tangent space at $P$ to the set of orthogonal projectors.

```lean
/-- The symmetric matrices `X` with `PX + XP = X`. -/
def tangentSpace (P : Matrix n n ℝ) : Submodule ℝ (Matrix n n ℝ) where
  carrier := {X | Xᵀ = X ∧ P * X + X * P = X}
  zero_mem' := by simp
  add_mem' := by
    rintro X Y ⟨hX, hX'⟩ ⟨hY, hY'⟩
    refine ⟨by rw [transpose_add, hX, hY], ?_⟩
    calc P * (X + Y) + (X + Y) * P = (P * X + X * P) + (P * Y + Y * P) := by noncomm_ring
      _ = X + Y := by rw [hX', hY']
  smul_mem' := by
    rintro c X ⟨hX, hX'⟩
    refine ⟨by rw [transpose_smul, hX], ?_⟩
    rw [mul_smul_comm, smul_mul_assoc, ← smul_add, hX']
```

The Sternheimer operator is $L(X)=[F,[X,P]]$. In canonical orbitals it multiplies each occupied-virtual element of $X$ by the orbital energy difference $\varepsilon_{\rm virt}-\varepsilon_{\rm occ}$.

```lean
/-- The Sternheimer operator `X ↦ [F, [X, P]]`. -/
def sternheimer (F P X : Matrix n n ℝ) : Matrix n n ℝ :=
  F * (X * P - P * X) - (X * P - P * X) * F
```

Occupied levels lie at or below an energy $a$, and virtual levels at or above an energy $b$. Without diagonalising $F$, this reads

$$P(a-F)P\succeq0,\qquad (1-P)(F-b)(1-P)\succeq0,$$

where $\succeq0$ means positive semidefinite. The letters $a$ and $b$ are energies, not orbital labels. They may be any such bounds; the highest occupied and lowest virtual levels, where both exist, give the sharpest estimate.

```lean
/-- A symmetric Fock matrix `F` commutes with the orthogonal projector `P` on the occupied
orbitals; occupied levels lie at or below `a`, virtual levels at or above `b`. -/
structure GappedFock (F P : Matrix n n ℝ) (a b : ℝ) : Prop where
  symmF : Fᵀ = F
  symmP : Pᵀ = P
  idem : P * P = P
  comm : F * P = P * F
  occ : (P * (a • (1 : Matrix n n ℝ) - F) * P).PosSemidef
  virt : ((1 - P) * (F - b • (1 : Matrix n n ℝ)) * (1 - P)).PosSemidef
```

Despite its name, `GappedFock` does not contain $a<b$. That inequality stands for a positive gap between occupied and virtual levels, and enters separately as `hab` when the equation is solved. The fields `occ` and `virt` are the two semidefinite conditions, with `a • 1` for $a$ times the identity.

Membership in the tangent space unfolds to its two defining equations.

```lean
/-- Membership in the tangent space means symmetry together with `PX + XP = X`. -/
theorem mem_tangentSpace {P X : Matrix n n ℝ} :
    X ∈ tangentSpace P ↔ Xᵀ = X ∧ P * X + X * P = X := Iff.rfl
```

## The trace as an inner product

For symmetric $Y$,

$$\operatorname{tr}(XY)=\sum_{ij}X_{ij}Y_{ji}=\sum_{ij}X_{ij}Y_{ij}.$$

In particular, $\operatorname{tr}(X^2)=\|X\|^2$ for symmetric $X$.

```lean
omit [DecidableEq n] in
/-- For symmetric `Y`, the trace of `XY` is the sum of products of matching entries. -/
theorem trace_mul_eq_sum (X : Matrix n n ℝ) {Y : Matrix n n ℝ} (hY : Yᵀ = Y) :
    trace (X * Y) = ∑ i, ∑ j, X i j * Y i j := by
  simp only [trace, diag_apply, mul_apply]
  refine Finset.sum_congr rfl fun i _ => Finset.sum_congr rfl fun j _ => ?_
  have e : Y j i = Y i j := congrFun (congrFun hY i) j
  rw [e]
```

## The operator keeps the occupied-virtual form

Put $W=[X,P]$. As $X$ and $P$ are symmetric, $W^T=-W$, and therefore $[F,W]^T=[F,W]$. Next, $P^2=P$ gives

$$PW+WP=XP^2-P^2X=W.$$

Since $P$ commutes with $F$,

$$P[F,W]+[F,W]P=[F,PW+WP]=[F,W].$$

Thus $L(X)$ is again a tangent matrix.

```lean
variable {F P : Matrix n n ℝ} {a b : ℝ}

/-- The Sternheimer operator of a gapped Fock matrix maps the tangent space to itself. -/
theorem sternheimer_mem (h : GappedFock F P a b) {X : Matrix n n ℝ}
    (hX : X ∈ tangentSpace P) : sternheimer F P X ∈ tangentSpace P := by
  obtain ⟨hs, -⟩ := mem_tangentSpace.1 hX
  refine mem_tangentSpace.2 ⟨?_, ?_⟩
  · simp only [sternheimer, transpose_sub, transpose_mul, h.symmF, h.symmP, hs]
    noncomm_ring
  · obtain ⟨W, hW⟩ : ∃ W, W = X * P - P * X := ⟨_, rfl⟩
    -- the rotation generator `W = [X, P]` is itself purely occupied-virtual
    have hPW : P * W + W * P = W := by
      rw [hW]
      calc P * (X * P - P * X) + (X * P - P * X) * P
          = X * (P * P) - (P * P) * X := by noncomm_ring
        _ = X * P - P * X := by rw [h.idem]
    unfold sternheimer
    rw [← hW]
    calc P * (F * W - W * F) + (F * W - W * F) * P
        = F * (P * W + W * P) - (P * W + W * P) * F
          + ((P * F - F * P) * W - W * (F * P - P * F)) := by noncomm_ring
      _ = F * W - W * F := by rw [hPW, h.comm]; simp
```

The fact `hPW` is the identity for $W$. In the last `calc` block, `noncomm_ring` expands the products without commuting any factors and isolates the terms in $PF-FP$, which `h.comm` removes.

## The gap bounds the quadratic form

Test the occupied condition on $X$:

$$0\le\operatorname{tr}\bigl(XP(a-F)PX\bigr)=a\operatorname{tr}(XPX)-\operatorname{tr}(XFPX).$$

For the virtual condition, the tangent equation gives $(1-P)X=XP$, and $1-P$ is idempotent and commutes with $F$. Hence

$$0\le\operatorname{tr}\bigl(X(1-P)(F-b)(1-P)X\bigr)=\operatorname{tr}(XFXP)-b\operatorname{tr}(X^2P).$$

By cyclicity $\operatorname{tr}(X^2P)=\operatorname{tr}(XPX)$. Multiplying $X=PX+XP$ by $X$ on the left gives $X^2=XPX+X^2P$, so $\operatorname{tr}(X^2)=2\operatorname{tr}(XPX)$. Expanding the double commutator,

$$XL(X)=XFXP-XFPX-X^2PF+XPXF,$$

and using cyclicity on the last two terms,

$$\operatorname{tr}(XL(X))=2\bigl[\operatorname{tr}(XFXP)-\operatorname{tr}(XFPX)\bigr]\ge2(b-a)\operatorname{tr}(XPX)=(b-a)\operatorname{tr}(X^2).$$

```lean
/-- If `GappedFock F P a b` holds, the quadratic form of the Sternheimer operator on the tangent
space is at least `b - a` times the trace of `X²`. -/
theorem gap_coercive (h : GappedFock F P a b) {X : Matrix n n ℝ}
    (hX : X ∈ tangentSpace P) :
    (b - a) * trace (X * X) ≤ trace (X * sternheimer F P X) := by
  obtain ⟨hs, ht⟩ := mem_tangentSpace.1 hX
  have hQX : (1 - P) * X = X * P := by
    rw [sub_mul, one_mul, sub_eq_iff_eq_add, add_comm]
    exact ht.symm
  have hc : (1 - P) * (F - b • (1 : Matrix n n ℝ)) = (F - b • 1) * (1 - P) := by
    simp only [sub_mul, mul_sub, one_mul, mul_one, mul_smul_comm, smul_mul_assoc, smul_sub,
      h.comm]
    abel
  -- the virtual levels, tested on `X`
  have hvirt : X * ((1 - P) * (F - b • (1 : Matrix n n ℝ)) * (1 - P)) * X
      = X * F * X * P - b • (X * X * P) := by
    calc _ = X * ((1 - P) * (F - b • (1 : Matrix n n ℝ))) * ((1 - P) * X) := by
          simp only [mul_assoc]
      _ = X * ((F - b • (1 : Matrix n n ℝ)) * (1 - P)) * (X * P) := by rw [hc, hQX]
      _ = X * (F - b • (1 : Matrix n n ℝ)) * (((1 - P) * X) * P) := by
          simp only [mul_assoc]
      _ = X * (F - b • (1 : Matrix n n ℝ)) * (X * P) := by
          rw [hQX, mul_assoc X P P, h.idem]
      _ = _ := by
          simp only [mul_sub, sub_mul, mul_smul_comm, smul_mul_assoc, mul_one, mul_assoc]
  have hv := (h.virt.conjTranspose_mul_mul_same X).trace_nonneg
  rw [conjTranspose_eq_transpose_of_trivial, hs, hvirt, trace_sub, trace_smul,
    smul_eq_mul] at hv
  -- the occupied levels, tested on `X`
  have hocc : P * (a • (1 : Matrix n n ℝ) - F) * P = a • P - F * P := by
    simp only [mul_sub, sub_mul, mul_smul_comm, smul_mul_assoc, mul_one]
    rw [h.idem, ← h.comm, mul_assoc, h.idem]
  have ho := (h.occ.conjTranspose_mul_mul_same X).trace_nonneg
  have hocc' : X * (a • P - F * P) * X = a • (X * P * X) - X * F * P * X := by
    simp only [mul_sub, sub_mul, mul_smul_comm, smul_mul_assoc, mul_assoc]
  rw [conjTranspose_eq_transpose_of_trivial, hs, hocc, hocc', trace_sub, trace_smul,
    smul_eq_mul] at ho
  -- cyclicity of the trace
  have t1 : trace (X * (X * P * F)) = trace (X * F * P * X) := by
    rw [trace_mul_comm, mul_assoc X P F, ← h.comm, ← mul_assoc]
  have t2 : trace (X * (P * X * F)) = trace (X * F * X * P) := by
    calc _ = trace ((X * P) * (X * F)) := by simp only [mul_assoc]
      _ = trace ((X * F) * (X * P)) := trace_mul_comm _ _
      _ = _ := by simp only [mul_assoc]
  have t3 : trace (X * X * P) = trace (X * P * X) := by
    rw [mul_assoc, trace_mul_comm]
  have e1 : X * X = X * P * X + X * X * P := by
    calc X * X = X * (P * X + X * P) := by rw [ht]
      _ = _ := by noncomm_ring
  have e2 : X * sternheimer F P X
      = X * F * X * P - X * F * P * X - X * (X * P * F) + X * (P * X * F) := by
    unfold sternheimer
    noncomm_ring
  rw [e2, trace_add, trace_sub, trace_sub, t1, t2, e1, trace_add, t3]
  rw [t3] at hv
  linarith
```

Here `hv` and `ho` are the virtual and occupied inequalities. They come from the fact that $X^TMX$ is positive semidefinite whenever $M$ is, and so has nonnegative trace. The equalities `t1`, `t2` and `t3` are the uses of cyclicity, `e1` and `e2` are the expansions of $X^2$ and $XL(X)$, and `linarith` adds the two inequalities.

## From the quadratic form to the norm

Cauchy-Schwarz for the trace inner product gives

$$(b-a)\|X\|^2\le\operatorname{tr}(XL(X))\le\|X\|\,\|L(X)\|.$$

If $\|X\|>0$, divide by it. If $\|X\|=0$, the bound says $0\le\|L(X)\|$. In both cases

$$(b-a)\|X\|\le\|L(X)\|.$$

```lean
/-- If `GappedFock F P a b` holds, then on the tangent space the Sternheimer operator stretches the
Frobenius norm by at least the factor `b - a`. -/
theorem gap_norm_bound (h : GappedFock F P a b) {X : Matrix n n ℝ}
    (hX : X ∈ tangentSpace P) :
    (b - a) * frobNorm X ≤ frobNorm (sternheimer F P X) := by
  have hc := gap_coercive h hX
  have hsq : trace (X * X) = frobNorm X ^ 2 := by
    have hnn : 0 ≤ ∑ i, ∑ j, X i j ^ 2 :=
      Finset.sum_nonneg fun i _ => Finset.sum_nonneg fun j _ => sq_nonneg (X i j)
    rw [trace_mul_eq_sum X (mem_tangentSpace.1 hX).1, frobNorm, Real.sq_sqrt hnn]
    simp only [pow_two]
  -- Cauchy-Schwarz for the trace inner product
  have hcs : trace (X * sternheimer F P X) ≤ frobNorm X * frobNorm (sternheimer F P X) := by
    rw [trace_mul_eq_sum X (mem_tangentSpace.1 (sternheimer_mem h hX)).1]
    have := Real.sum_mul_le_sqrt_mul_sqrt (Finset.univ : Finset (n × n))
      (fun p => X p.1 p.2) (fun p => sternheimer F P X p.1 p.2)
    simpa only [Fintype.sum_prod_type, frobNorm] using this
  rw [hsq] at hc
  have h0 : 0 ≤ frobNorm X := Real.sqrt_nonneg _
  rcases h0.eq_or_lt with h0 | h0
  · rw [← h0, mul_zero]
    exact Real.sqrt_nonneg _
  · refine le_of_mul_le_mul_left ?_ h0
    linarith [show frobNorm X * ((b - a) * frobNorm X) = (b - a) * frobNorm X ^ 2 by ring]
```

The Cauchy-Schwarz step `hcs` treats a matrix as one vector indexed by pairs in `n × n`. The final `rcases` separates zero from positive norm.

## Existence and uniqueness of the response

Now let $a<b$. If $L(X)=0$ for a tangent $X$, then $(b-a)\|X\|\le0$, so $\|X\|=0$ and every entry of $X$ vanishes. The linear map $L$ is therefore injective on the tangent space. This space is finite-dimensional and $L$ maps it to itself, so $L$ is also surjective. Each tangent $Y$ thus has exactly one tangent solution $X$ of $L(X)=Y$, and the norm bound becomes

$$\|X\|\le\frac{\|Y\|}{b-a}.$$

```lean
/-- If `GappedFock F P a b` holds and `a < b`, the Sternheimer equation `[F, [X, P]] = Y` has
exactly one tangent solution for each tangent `Y`, and `(b - a)‖X‖ ≤ ‖Y‖` in Frobenius norm. -/
theorem sternheimer_solution (h : GappedFock F P a b) (hab : a < b) {Y : Matrix n n ℝ}
    (hY : Y ∈ tangentSpace P) :
    (∃! X, X ∈ tangentSpace P ∧ sternheimer F P X = Y) ∧
      ∀ X ∈ tangentSpace P, sternheimer F P X = Y → (b - a) * frobNorm X ≤ frobNorm Y := by
  let T : tangentSpace P →ₗ[ℝ] tangentSpace P :=
    { toFun := fun X => ⟨sternheimer F P X.1, sternheimer_mem h X.2⟩
      map_add' := fun X Z => Subtype.ext (by
        show sternheimer F P (X.1 + Z.1) = sternheimer F P X.1 + sternheimer F P Z.1
        unfold sternheimer
        noncomm_ring)
      map_smul' := fun c X => Subtype.ext (by
        show sternheimer F P (c • X.1) = c • sternheimer F P X.1
        simp only [sternheimer, mul_sub, sub_mul, smul_sub, smul_mul_assoc,
          mul_smul_comm]) }
  -- the gap makes the operator injective
  have hinj : Function.Injective T := by
    refine (injective_iff_map_eq_zero T).2 fun X hX => Subtype.ext ?_
    have hS : sternheimer F P X.1 = 0 := congrArg Subtype.val hX
    have hb := gap_norm_bound h X.2
    have hz : frobNorm (0 : Matrix n n ℝ) = 0 := by simp [frobNorm]
    rw [hS, hz] at hb
    have h0 : frobNorm X.1 = 0 := by
      refine le_antisymm ?_ (Real.sqrt_nonneg _)
      by_contra hc
      have := mul_pos (sub_pos.2 hab) (not_le.1 hc)
      linarith
    have h1 : ∑ i, ∑ j, X.1 i j ^ 2 = 0 := (Real.sqrt_eq_zero
      (Finset.sum_nonneg fun i _ => Finset.sum_nonneg fun j _ => sq_nonneg _)).1 h0
    ext i j
    have h2 : ∑ j, X.1 i j ^ 2 = 0 := (Finset.sum_eq_zero_iff_of_nonneg
      (fun i _ => Finset.sum_nonneg fun j _ => sq_nonneg (X.1 i j))).1 h1 i
      (Finset.mem_univ i)
    have h3 : X.1 i j ^ 2 = 0 := (Finset.sum_eq_zero_iff_of_nonneg
      (fun j _ => sq_nonneg (X.1 i j))).1 h2 j (Finset.mem_univ j)
    simpa using h3
  -- in finite dimension it is then surjective
  obtain ⟨X, hX⟩ := LinearMap.injective_iff_surjective.1 hinj ⟨Y, hY⟩
  have hXY : sternheimer F P X.1 = Y := congrArg Subtype.val hX
  refine ⟨⟨X.1, ⟨X.2, hXY⟩, fun Z hZ => ?_⟩, fun Z hZ hZY => hZY ▸ gap_norm_bound h hZ⟩
  exact congrArg Subtype.val
    (@hinj ⟨Z, hZ.1⟩ X (Subtype.ext (hZ.2.trans hXY.symm)))
```

In the statement, `∃!` expresses existence and uniqueness among symmetric matrices with $PX+XP=X$; uniqueness among all matrices is not claimed. The second part is the norm bound for any such solution. The proof packages $L$ as a linear map `T` from the tangent space to itself, shows in `hinj` that its kernel is zero, and obtains a preimage of $Y$ from the equivalence of injectivity and surjectivity.

The theorem concerns real symmetric matrices in a finite basis; complex Hermitian Fock matrices and infinite-dimensional Hamiltonians would need their own versions.

## A two-level system that attains the bound

Take

$$F=\begin{pmatrix}a&0\\0&b\end{pmatrix},\quad P=\begin{pmatrix}1&0\\0&0\end{pmatrix},\quad X=\begin{pmatrix}0&1\\1&0\end{pmatrix},\qquad a<b.$$

Both semidefinite compressions are zero, and $PX+XP=X$. The commutators are

$$[X,P]=\begin{pmatrix}0&-1\\1&0\end{pmatrix},\qquad L(X)=\begin{pmatrix}0&b-a\\b-a&0\end{pmatrix}=(b-a)X.$$

Therefore $\|L(X)\|=(b-a)\|X\|$. The matrix $X$ has norm $\sqrt2$; the normalised $X/\sqrt2$ is mapped to a matrix of norm $b-a$.

```lean
/-- A two-level system with levels `a < b`, the lower one occupied, meets all conditions, and its
occupied-virtual density change attains equality in the norm bound. -/
theorem gappedFock_witness {a b : ℝ} (hab : a < b) :
    GappedFock !![a, 0; 0, b] !![1, 0; 0, 0] a b ∧
      !![0, 1; 1, 0] ∈ tangentSpace (!![1, 0; 0, 0] : Matrix (Fin 2) (Fin 2) ℝ) ∧
      (b - a) * frobNorm !![0, 1; 1, 0]
        = frobNorm (sternheimer !![a, 0; 0, b] !![1, 0; 0, 0] !![0, 1; 1, 0]) := by
  refine ⟨⟨?_, ?_, ?_, ?_, ?_, ?_⟩, mem_tangentSpace.2 ⟨?_, ?_⟩, ?_⟩
  · ext i j; fin_cases i <;> fin_cases j <;> simp
  · ext i j; fin_cases i <;> fin_cases j <;> simp
  · ext i j; fin_cases i <;> fin_cases j <;> simp [mul_apply, Fin.sum_univ_two]
  · ext i j; fin_cases i <;> fin_cases j <;> simp [mul_apply, Fin.sum_univ_two]
  · have e0 : a • (1 : Matrix (Fin 2) (Fin 2) ℝ) - !![a, 0; 0, b] = !![0, 0; 0, a - b] := by
      ext i j
      fin_cases i <;> fin_cases j <;> simp
    have e : !![1, 0; 0, 0] * (a • (1 : Matrix (Fin 2) (Fin 2) ℝ) - !![a, 0; 0, b])
        * !![1, 0; 0, 0] = 0 := by
      rw [e0]
      ext i j
      fin_cases i <;> fin_cases j <;> simp [mul_apply, Fin.sum_univ_two]
    rw [e]
    exact PosSemidef.zero
  · have e : (1 - !![1, 0; 0, 0]) * (!![a, 0; 0, b] - b • (1 : Matrix (Fin 2) (Fin 2) ℝ))
        * (1 - !![1, 0; 0, 0]) = 0 := by
      ext i j
      fin_cases i <;> fin_cases j <;> simp [mul_apply, Fin.sum_univ_two, one_apply]
    rw [e]
    exact PosSemidef.zero
  · ext i j; fin_cases i <;> fin_cases j <;> simp
  · ext i j; fin_cases i <;> fin_cases j <;> simp
  · -- the density change is an eigenvector with eigenvalue `b - a`
    have e : sternheimer !![a, 0; 0, b] !![1, 0; 0, 0] !![0, 1; 1, 0]
        = (b - a) • (!![0, 1; 1, 0] : Matrix (Fin 2) (Fin 2) ℝ) := by
      ext i j
      fin_cases i <;> fin_cases j <;> simp [sternheimer]
      ring
    rw [e]
    simp only [frobNorm, Matrix.smul_apply, smul_eq_mul, mul_pow, ← Finset.mul_sum]
    rw [Real.sqrt_mul (sq_nonneg _), Real.sqrt_sq (sub_pos.2 hab).le]

end

end SternheimerResponse
```

The conditions are checked entry by entry. The last part establishes the eigenvalue equation as `e` and then takes the positive factor $b-a$ out of the norm.

```lean
#print axioms SternheimerResponse.sternheimer_solution
-- 'SternheimerResponse.sternheimer_solution' depends on axioms: [propext, Classical.choice, Quot.sound]
```
